# The three edge midpoints of a triangle integrate every quadratic polynomial exactly, but not every cubic

Take the triangle with vertices $(0,0)$, $(1,0)$ and $(0,1)$. For a function $g$ of two real variables, write

$$I(g)=\int_0^1\!\int_0^{1-x} g(x,y)\,dy\,dx,\qquad M(g)=\tfrac16\left[g(\tfrac12,0)+g(\tfrac12,\tfrac12)+g(0,\tfrac12)\right].$$

Polynomials have real coefficients, and the total degree is the largest $i+j$ among the monomials $x^iy^j$ that occur.

I use $M$ to integrate products of linear shape functions over triangular elements. The claim I rely on is that $M(p)=I(p)$ whenever $p$ has total degree at most 2, and that this stops at degree 3: for $x^3$ the rule gives $1/24$ and the integral is $1/20$. I can check single monomials, but I would like a rigorous argument for all such polynomials, checked by machine. Does it carry over to a triangle of any shape, and could other weights at the same three points do as well?

## Comparing the rule and the integral monomial by monomial

Both claims hold, the exactness carries over to any triangle, and the weights are forced. Since $M$ and $I$ are linear on polynomials, it is enough to compare them on monomials. The inner integral of $x^iy^j$ is $x^i(1-x)^{j+1}/(j+1)$. For $j=0$ this leaves

$$I(x^i)=\int_0^1 (x^i-x^{i+1})\,dx=\frac1{i+1}-\frac1{i+2}=\frac1{(i+1)(i+2)}.$$

For $i=0$, the substitution $r=1-x$ gives

$$I(y^j)=\frac1{j+1}\int_0^1 r^{j+1}\,dr=\frac1{(j+1)(j+2)}.$$

The mixed monomials are

$$I(xy)=\tfrac12\int_0^1 x(1-x)^2dx=\tfrac12\left(\tfrac12-\tfrac23+\tfrac14\right)=\tfrac1{24},$$

$$I(x^2y)=\tfrac12\int_0^1 x^2(1-x)^2dx=\tfrac12\left(\tfrac13-\tfrac12+\tfrac15\right)=\tfrac1{60},$$

$$I(xy^2)=\tfrac13\int_0^1 x(1-x)^3dx=\tfrac13\left(\tfrac14-\tfrac15\right)=\tfrac1{60}.$$

The rule needs only three function values for each monomial:

| Monomial | $M$ | $I$ | $M-I$ |
|---|---|---|---|
| $1$ | $3/6=1/2$ | $1/2$ | $0$ |
| $x$, $y$ | $(1/2+1/2)/6=1/6$ | $1/6$ | $0$ |
| $x^2$, $y^2$ | $(1/4+1/4)/6=1/12$ | $1/12$ | $0$ |
| $xy$ | $(1/4)/6=1/24$ | $1/24$ | $0$ |
| $x^3$, $y^3$ | $(1/8+1/8)/6=1/24$ | $1/20$ | $-1/120$ |
| $x^2y$, $xy^2$ | $(1/8)/6=1/48$ | $1/60$ | $1/240$ |

The first four rows prove exactness up to degree 2. The last two show that adding $\alpha x^3+\beta x^2y+\gamma xy^2+\delta y^3$ to a quadratic produces the defect

$$M-I=\frac{\beta+\gamma-2\alpha-2\delta}{240}.$$

Some cubics are therefore still integrated exactly, for instance $x^3+2x^2y$.

**Other triangles.** Let the vertices be $P$, $Q$, $R$, and let $p=a+bx+cy+dx^2+exy+fy^2$. Put $z=s(Q-P)+t(R-P)$. Then

$$p(P+z)=p(P)+z\cdot\nabla p(P)+d\,z_0^2+e\,z_0z_1+f\,z_1^2.$$

Both components of $z$ are linear in $s$ and $t$, so this is a polynomial of degree at most 2 in $(s,t)$, and $M=I$ applies to it. The points $(s,t)=(\tfrac12,0),(\tfrac12,\tfrac12),(0,\tfrac12)$ map to the midpoints of $PQ$, $QR$ and $PR$. Multiplying $M=I$ by 2 turns the left side into the average of $p$ over these midpoints:

$$\tfrac13\left[p(\tfrac{P+Q}2)+p(\tfrac{Q+R}2)+p(\tfrac{P+R}2)\right]=2\int_0^1\!\int_0^{1-s}p(P+z)\,dt\,ds.$$

For a triangle of nonzero area, the usual change of variables identifies the right side with the mean of $p$ over the triangle.

**Weights.** Let $u,v,w$ be weights at $(\tfrac12,0)$, $(\tfrac12,\tfrac12)$, $(0,\tfrac12)$. Exactness on $1$, $x$ and $y$ requires

$$u+v+w=\tfrac12,\qquad \tfrac12(u+v)=\tfrac16,\qquad \tfrac12(v+w)=\tfrac16.$$

The second equation gives $u+v=\tfrac13$, so $w=\tfrac16$. The third gives $v+w=\tfrac13$, so $u=\tfrac16$, and then $v=\tfrac16$.

## A triangle collapsed to a segment

The formula for general vertices does not require the triangle to have area. If $Q=R$, the integrand depends only on $r=s+t$, and collecting the points with equal $r$ gives

$$\tfrac13\left[2p(\tfrac{P+Q}2)+p(Q)\right]=2\int_0^1 r\,p(P+r(Q-P))\,dr.$$

This is a two-point rule with the linear weight $r$. If all three vertices coincide, both sides reduce to $p(P)$.

## What the Lean theorems say

A polynomial is an element of `MvPolynomial (Fin 2) ℝ`. The variable `X 0` is $x$ and `X 1` is $y$, and `onPlane p` is the corresponding function of two real numbers. The degree condition is `p.totalDegree ≤ 2`, which also admits constants and the zero polynomial. `midpointRule` is $M$, and `triangleIntegral` is $I$, written as an iterated integral with $y$ innermost.

- `midpointRule_exact` states $M(p)=I(p)$ for every $p$ of total degree at most 2.
- `midpointRule_x_cubed` gives the two values $1/24$ and $1/20$.
- `cubic_defect` takes a polynomial `q` of total degree at most 2 and four real coefficients, and gives the defect formula above.
- `midpoint_average_exact` is the identity for arbitrary `P Q R : Fin 2 → ℝ`. Its integral is taken over the coordinates $s,t$, so the area of the physical triangle does not appear.
- `weights_unique` assumes exactness for all polynomials of degree at most 1 and concludes that each weight is $1/6$. The weights may be any real numbers, but the nodes are fixed.

The theorems concern polynomials only and contain no error bound for a general smooth integrand. In a two-dimensional finite-element Schrödinger calculation with piecewise linear functions on straight-sided triangles, the integrands of the overlap matrix are quadratic on each element, so three evaluations per element integrate them exactly. A position-dependent potential generally raises the degree or leaves the polynomials altogether.

```lean
import Mathlib

open MvPolynomial

namespace TriangleMidpointRule

noncomputable section

/-- The double integral of `f` over the triangle with vertices (0,0), (1,0), (0,1). -/
def triangleIntegral (f : ℝ → ℝ → ℝ) : ℝ :=
  ∫ x in (0:ℝ)..1, ∫ y in (0:ℝ)..(1 - x), f x y

/-- One sixth of the sum of `f` over the three edge midpoints of the reference triangle. -/
def midpointRule (f : ℝ → ℝ → ℝ) : ℝ :=
  (f (1/2) 0 + f (1/2) (1/2) + f 0 (1/2)) / 6

/-- A polynomial in two variables, read as a function of the coordinates x and y. -/
def onPlane (p : MvPolynomial (Fin 2) ℝ) (x y : ℝ) : ℝ := eval ![x, y] p

/-- The general cubic function of x and y, given by its ten coefficients. -/
def cubicFun (a b c d e f α β γ δ x y : ℝ) : ℝ :=
  a + b * x + c * y + d * x^2 + e * x * y + f * y^2
    + α * x^3 + β * x^2 * y + γ * x * y^2 + δ * y^3

/-- The integral of a quartic in one variable from 0 to `t`. -/
theorem integral_quartic (k0 k1 k2 k3 k4 t : ℝ) :
    ∫ y in (0:ℝ)..t, (k0 + k1 * y + k2 * y^2 + k3 * y^3 + k4 * y^4)
      = k0 * t + k1 / 2 * t^2 + k2 / 3 * t^3 + k3 / 4 * t^4 + k4 / 5 * t^5 := by
  have h : ∀ y : ℝ, HasDerivAt
      (fun y : ℝ => k0 * y + k1 / 2 * y^2 + k2 / 3 * y^3 + k3 / 4 * y^4 + k4 / 5 * y^5)
      (k0 + k1 * y + k2 * y^2 + k3 * y^3 + k4 * y^4) y := by
    intro y
    have h1 := (hasDerivAt_id' y).const_mul k0
    have h2 : HasDerivAt (fun y : ℝ => y^2) (2 * y) y := by simpa using hasDerivAt_pow 2 y
    have h3 : HasDerivAt (fun y : ℝ => y^3) (3 * y^2) y := by simpa using hasDerivAt_pow 3 y
    have h4 : HasDerivAt (fun y : ℝ => y^4) (4 * y^3) y := by simpa using hasDerivAt_pow 4 y
    have h5 : HasDerivAt (fun y : ℝ => y^5) (5 * y^4) y := by simpa using hasDerivAt_pow 5 y
    exact ((((h1.fun_add (h2.const_mul (k1 / 2))).fun_add (h3.const_mul (k2 / 3))).fun_add
      (h4.const_mul (k3 / 4))).fun_add (h5.const_mul (k4 / 5))).congr_deriv (by ring)
  refine (intervalIntegral.integral_eq_sub_of_hasDerivAt (fun y _ => h y) ?_).trans ?_
  · exact Continuous.intervalIntegrable (by fun_prop) _ _
  · ring

/-- The integral of the general cubic over the reference triangle, in terms of its
coefficients. -/
theorem integral_cubic (a b c d e f α β γ δ : ℝ) :
    triangleIntegral (cubicFun a b c d e f α β γ δ)
      = a / 2 + (b + c) / 6 + (d + f) / 12 + e / 24 + (α + δ) / 20 + (β + γ) / 60 := by
  -- integrate over y first; the result is a quartic in x
  have hin : ∀ x : ℝ, ∫ y in (0:ℝ)..(1 - x), cubicFun a b c d e f α β γ δ x y
      = (a + c / 2 + f / 3 + δ / 4)
        + (b - a + (e - 2 * c) / 2 + (γ - 3 * f) / 3 - δ) * x
        + (d - b + (β - 2 * e + c) / 2 + (f - γ) + 3 * δ / 2) * x^2
        + (α - d + (e - 2 * β) / 2 + (3 * γ - f) / 3 - δ) * x^3
        + (-α + β / 2 - γ / 3 + δ / 4) * x^4 := by
    intro x
    refine (intervalIntegral.integral_congr (fun y _ => ?_)).trans
      ((integral_quartic (a + b * x + d * x^2 + α * x^3) (c + e * x + β * x^2)
        (f + γ * x) δ 0 (1 - x)).trans ?_)
    · simp only [cubicFun]
      ring
    · ring
  unfold triangleIntegral
  exact (intervalIntegral.integral_congr (fun x _ => hin x)).trans
    ((integral_quartic _ _ _ _ _ 1).trans (by ring))

/-- A polynomial of total degree at most 2 in two variables takes the values of a quadratic
with six coefficients. -/
theorem quadratic_form (p : MvPolynomial (Fin 2) ℝ) (hp : p.totalDegree ≤ 2) :
    ∃ a b c d e f : ℝ, ∀ v : Fin 2 → ℝ, eval v p
      = a + b * v 0 + c * v 1 + d * v 0 ^ 2 + e * v 0 * v 1 + f * v 1 ^ 2 := by
  -- collect the monomials one at a time
  have key : ∀ s : Finset (Fin 2 →₀ ℕ), (∀ m ∈ s, m 0 + m 1 ≤ 2) →
      ∃ a b c d e f : ℝ, ∀ v : Fin 2 → ℝ,
        ∑ m ∈ s, coeff m p * (v 0 ^ m 0 * v 1 ^ m 1)
          = a + b * v 0 + c * v 1 + d * v 0 ^ 2 + e * v 0 * v 1 + f * v 1 ^ 2 := by
    intro s
    induction s using Finset.induction_on with
    | empty => exact fun _ => ⟨0, 0, 0, 0, 0, 0, fun v => by simp⟩
    | insert m s hm ih =>
      intro h
      obtain ⟨a, b, c, d, e, f, hs⟩ := ih (fun k hk => h k (Finset.mem_insert_of_mem hk))
      have hm2 := h m (Finset.mem_insert_self m s)
      have cases6 : (m 0 = 0 ∧ m 1 = 0) ∨ (m 0 = 1 ∧ m 1 = 0) ∨ (m 0 = 0 ∧ m 1 = 1) ∨
          (m 0 = 2 ∧ m 1 = 0) ∨ (m 0 = 1 ∧ m 1 = 1) ∨ (m 0 = 0 ∧ m 1 = 2) := by omega
      rcases cases6 with h' | h' | h' | h' | h' | h'
      · exact ⟨a + coeff m p, b, c, d, e, f, fun v => by
          rw [Finset.sum_insert hm, hs, h'.1, h'.2]; ring⟩
      · exact ⟨a, b + coeff m p, c, d, e, f, fun v => by
          rw [Finset.sum_insert hm, hs, h'.1, h'.2]; ring⟩
      · exact ⟨a, b, c + coeff m p, d, e, f, fun v => by
          rw [Finset.sum_insert hm, hs, h'.1, h'.2]; ring⟩
      · exact ⟨a, b, c, d + coeff m p, e, f, fun v => by
          rw [Finset.sum_insert hm, hs, h'.1, h'.2]; ring⟩
      · exact ⟨a, b, c, d, e + coeff m p, f, fun v => by
          rw [Finset.sum_insert hm, hs, h'.1, h'.2]; ring⟩
      · exact ⟨a, b, c, d, e, f + coeff m p, fun v => by
          rw [Finset.sum_insert hm, hs, h'.1, h'.2]; ring⟩
  obtain ⟨a, b, c, d, e, f, h⟩ := key p.support (fun m hm => by
    have h1 := le_totalDegree hm
    rw [Finsupp.sum_fintype _ _ (fun _ => rfl), Fin.sum_univ_two] at h1
    exact h1.trans hp)
  refine ⟨a, b, c, d, e, f, fun v => ?_⟩
  rw [← h v, eval_eq']
  simp only [Fin.prod_univ_two]

/-- For a quadratic polynomial plus cubic terms, the midpoint rule minus the integral is a fixed
combination of the four cubic coefficients. -/
theorem cubic_defect (q : MvPolynomial (Fin 2) ℝ) (hq : q.totalDegree ≤ 2) (α β γ δ : ℝ) :
    let p := q + C α * X 0 ^ 3 + C β * X 0 ^ 2 * X 1 + C γ * X 0 * X 1 ^ 2 + C δ * X 1 ^ 3
    midpointRule (onPlane p) - triangleIntegral (onPlane p)
      = (β + γ - 2 * α - 2 * δ) / 240 := by
  intro p
  obtain ⟨a, b, c, d, e, f, h⟩ := quadratic_form q hq
  have hp : onPlane p = cubicFun a b c d e f α β γ δ := by
    funext x y
    simp only [p, onPlane, cubicFun, map_add, map_mul, map_pow, eval_C, eval_X, h,
      Matrix.cons_val_zero, Matrix.cons_val_one]
  rw [hp, integral_cubic]
  simp only [midpointRule, cubicFun]
  ring

/-- The edge-midpoint rule equals the double integral over the reference triangle for every real
polynomial of total degree at most 2. -/
theorem midpointRule_exact (p : MvPolynomial (Fin 2) ℝ) (hp : p.totalDegree ≤ 2) :
    midpointRule (onPlane p) = triangleIntegral (onPlane p) := by
  have h := cubic_defect p hp 0 0 0 0
  simp only [map_zero, zero_mul, add_zero] at h
  linarith

/-- For x³ the midpoint rule gives 1/24, while the integral is 1/20. -/
theorem midpointRule_x_cubed :
    midpointRule (onPlane (X 0 ^ 3)) = 1 / 24 ∧
      triangleIntegral (onPlane (X 0 ^ 3)) = 1 / 20 := by
  have h : onPlane (X 0 ^ 3) = cubicFun 0 0 0 0 0 0 1 0 0 0 := by
    funext x y
    simp [onPlane, cubicFun]
  rw [h, integral_cubic]
  constructor
  · norm_num [midpointRule, cubicFun]
  · norm_num

/-- For vertices P, Q, R and a polynomial of total degree at most 2, the average over the three
edge midpoints is twice the integral over the affine coordinates s, t of the triangle. -/
theorem midpoint_average_exact (p : MvPolynomial (Fin 2) ℝ) (hp : p.totalDegree ≤ 2)
    (P Q R : Fin 2 → ℝ) :
    (eval ((1/2 : ℝ) • (P + Q)) p + eval ((1/2 : ℝ) • (Q + R)) p
        + eval ((1/2 : ℝ) • (P + R)) p) / 3
      = 2 * triangleIntegral (fun s t => eval (P + s • (Q - P) + t • (R - P)) p) := by
  obtain ⟨a, b, c, d, e, f, h⟩ := quadratic_form p hp
  -- in the coordinates s, t the polynomial is again quadratic
  have hf : (fun s t : ℝ => eval (P + s • (Q - P) + t • (R - P)) p) = cubicFun
      (a + b * P 0 + c * P 1 + d * P 0 ^ 2 + e * P 0 * P 1 + f * P 1 ^ 2)
      ((b + 2 * d * P 0 + e * P 1) * (Q 0 - P 0) + (c + e * P 0 + 2 * f * P 1) * (Q 1 - P 1))
      ((b + 2 * d * P 0 + e * P 1) * (R 0 - P 0) + (c + e * P 0 + 2 * f * P 1) * (R 1 - P 1))
      (d * (Q 0 - P 0)^2 + e * (Q 0 - P 0) * (Q 1 - P 1) + f * (Q 1 - P 1)^2)
      (2 * d * (Q 0 - P 0) * (R 0 - P 0) + 2 * f * (Q 1 - P 1) * (R 1 - P 1)
        + e * ((Q 0 - P 0) * (R 1 - P 1) + (Q 1 - P 1) * (R 0 - P 0)))
      (d * (R 0 - P 0)^2 + e * (R 0 - P 0) * (R 1 - P 1) + f * (R 1 - P 1)^2) 0 0 0 0 := by
    funext s t
    simp only [h, cubicFun, Pi.add_apply, Pi.smul_apply, Pi.sub_apply, smul_eq_mul]
    ring
  rw [hf, integral_cubic]
  simp only [h, Pi.add_apply, Pi.smul_apply, smul_eq_mul]
  ring

/-- If a weighted sum over the three edge midpoints integrates every polynomial of total degree at
most 1 exactly, then each weight is 1/6. -/
theorem weights_unique (u v w : ℝ)
    (h : ∀ p : MvPolynomial (Fin 2) ℝ, p.totalDegree ≤ 1 →
      u * onPlane p (1/2) 0 + v * onPlane p (1/2) (1/2) + w * onPlane p 0 (1/2)
        = triangleIntegral (onPlane p)) :
    u = 1 / 6 ∧ v = 1 / 6 ∧ w = 1 / 6 := by
  have e1 : onPlane 1 = cubicFun 1 0 0 0 0 0 0 0 0 0 := by
    funext x y
    simp [onPlane, cubicFun]
  have e2 : onPlane (X 0) = cubicFun 0 1 0 0 0 0 0 0 0 0 := by
    funext x y
    simp [onPlane, cubicFun]
  have e3 : onPlane (X 1) = cubicFun 0 0 1 0 0 0 0 0 0 0 := by
    funext x y
    simp [onPlane, cubicFun]
  -- test on 1, x and y
  have h1 := h 1 (by simp)
  have h2 := h (X 0) (by simp)
  have h3 := h (X 1) (by simp)
  rw [e1, integral_cubic] at h1
  rw [e2, integral_cubic] at h2
  rw [e3, integral_cubic] at h3
  simp only [cubicFun] at h1 h2 h3
  refine ⟨?_, ?_, ?_⟩ <;> linarith

end

end TriangleMidpointRule
```

```lean
#print axioms TriangleMidpointRule.midpointRule_exact
-- 'TriangleMidpointRule.midpointRule_exact' depends on axioms: [propext, Classical.choice, Quot.sound]
#print axioms TriangleMidpointRule.midpointRule_x_cubed
-- 'TriangleMidpointRule.midpointRule_x_cubed' depends on axioms: [propext, Classical.choice, Quot.sound]
#print axioms TriangleMidpointRule.midpoint_average_exact
-- 'TriangleMidpointRule.midpoint_average_exact' depends on axioms: [propext, Classical.choice, Quot.sound]
#print axioms TriangleMidpointRule.weights_unique
-- 'TriangleMidpointRule.weights_unique' depends on axioms: [propext, Classical.choice, Quot.sound]
```

## How the proof follows the calculation

`integral_quartic` is the one-variable integration. It exhibits the antiderivative, checks its derivative term by term, and applies the fundamental theorem of calculus; continuity supplies integrability.

`integral_cubic` uses that lemma twice. For fixed $x$, the general cubic `cubicFun` is a polynomial in $y$ whose coefficients depend on $x$. Integrating up to $1-x$ leaves a quartic in $x$, which is why the first lemma goes up to degree 4. The second application, with upper limit 1, gives the $I$ column of the table as a single formula in ten coefficients.

In `cubic_defect`, the quadratic part is replaced by six coefficients, the whole polynomial is identified with a `cubicFun`, and `ring` compares the rule with the integral. `midpointRule_exact` is the case in which all four cubic coefficients vanish. The result for $x^3$ is computed directly from `integral_cubic`.

For general vertices, the equation `hf` writes out the expansion of $p(P+z)$ in $s$ and $t$, with the cubic coefficients equal to zero. For the weights, the hypothesis is applied to `1`, `X 0` and `X 1`, and `linarith` solves the three linear equations.

## Induction over a finite set of monomials

The proof turns on `quadratic_form`, which passes from a bound on the degree to six actual coefficients. By hand one simply writes $p=a+bx+cy+dx^2+exy+fy^2$. In Mathlib, a polynomial is a finitely supported family of coefficients indexed by exponent vectors `m : Fin 2 →₀ ℕ`, and the six-term expression has to be extracted from it.

The inner claim `key` concerns an arbitrary finite set `s` of exponent vectors with `m 0 + m 1 ≤ 2`, not just the support of `p`. This generality lets `Finset.induction_on` add one monomial at a time. The empty sum has six zero coefficients. For a new exponent vector, `omega` proves that the pair of exponents is one of the six listed, $(0,0),(1,0),(0,1),(2,0),(1,1),(0,2)$, and in each case `coeff m p` is added to the matching coefficient.

The claim is then applied to `p.support`, where `le_totalDegree` supplies the bound on the exponents, and `eval_eq'` identifies the sum with the value of the polynomial. In the statement, the coefficients are chosen before the point `v`, so one set of six numbers serves the whole plane. That order of quantifiers allows the later proofs to replace the polynomial under the integral sign.
